# Conservation of the flux form under one-layer propagation in a periodic lead at real energy

In a non-interacting periodic lead with finitely many orthonormal orbitals per layer, let H₀ be the Hermitian layer Hamiltonian, V the coupling between layers, and g any solution of the surface Dyson equation g(E − H₀ − VgV†) = 1 at real energy E. The matrix P = gV† propagates amplitudes by one layer, and Γ = iV(g − g†)V† is the broadening matrix. The theorem `flux_conserved` states that ⟨Pw, ΓPu⟩ = ⟨w, Γu⟩ for all complex vectors w and u, which need not be normalised. The proof takes the matrix identity P†ΓP = Γ from the preceding theorem, gathers the matrices on the left-hand side into one product acting on u, and tries to replace that product by Γ.

This version doesn't compile in Lean 4 with Mathlib:

```lean
import Mathlib

open Matrix Filter Topology
open scoped ComplexOrder

namespace FluxConserved

noncomputable section

variable {n : Type*} [Fintype n] [DecidableEq n]

/-- The surface Dyson equation of a periodic lead with layer Hamiltonian `H0` and
interlayer coupling `V`, at energy `E`: `g (E - H0 - V g Vᴴ) = 1`. -/
def IsSurfaceGreen (E : ℝ) (H0 V g : Matrix n n ℂ) : Prop :=
  g * ((E : ℂ) • (1 : Matrix n n ℂ) - H0 - V * g * Vᴴ) = 1

/-- The propagation matrix `P = g Vᴴ`, which carries an amplitude from one layer to the next. -/
def propagation (V g : Matrix n n ℂ) : Matrix n n ℂ := g * Vᴴ

/-- The broadening matrix `Γ = i V (g - gᴴ) Vᴴ` of the lead. -/
def broadening (V g : Matrix n n ℂ) : Matrix n n ℂ :=
  Complex.I • (V * (g - gᴴ) * Vᴴ)

variable {E : ℝ} {H0 V g : Matrix n n ℂ}

/-- For a Hermitian layer Hamiltonian and a solution `g` of the surface Dyson equation at real
energy, propagation by one layer preserves the broadening: `Pᴴ Γ P = Γ`. -/
theorem broadening_invariant (hH : H0.IsHermitian) (hg : IsSurfaceGreen E H0 V g) :
    (propagation V g)ᴴ * broadening V g * propagation V g = broadening V g := by
  unfold IsSurfaceGreen at hg
  have hl := mul_eq_one_comm.mp hg
  -- the adjoint Dyson equation
  have ha : gᴴ * ((E : ℂ) • (1 : Matrix n n ℂ) - H0 - V * gᴴ * Vᴴ) = 1 := by
    have h := congrArg conjTranspose hl
    simp only [conjTranspose_mul, conjTranspose_sub, conjTranspose_smul, conjTranspose_one,
      conjTranspose_conjTranspose, hH.eq, Complex.star_def, Complex.conj_ofReal,
      Matrix.mul_assoc] at h ⊢
    exact h
  generalize (E : ℂ) • (1 : Matrix n n ℂ) - H0 = K at ha hl
  -- the difference of the two equations
  have key : gᴴ * (V * (g - gᴴ) * Vᴴ) * g = g - gᴴ := by
    calc gᴴ * (V * (g - gᴴ) * Vᴴ) * g
        = (gᴴ * (K - V * gᴴ * Vᴴ)) * g - gᴴ * ((K - V * g * Vᴴ) * g) := by noncomm_ring
      _ = g - gᴴ := by rw [ha, hl, one_mul, mul_one]
  have sandwich : V * gᴴ * (V * (g - gᴴ) * Vᴴ) * (g * Vᴴ) = V * (g - gᴴ) * Vᴴ := by
    calc V * gᴴ * (V * (g - gᴴ) * Vᴴ) * (g * Vᴴ)
        = V * (gᴴ * (V * (g - gᴴ) * Vᴴ) * g) * Vᴴ := by simp only [Matrix.mul_assoc]
      _ = V * (g - gᴴ) * Vᴴ := by rw [key]
  unfold propagation broadening
  rw [conjTranspose_mul, conjTranspose_conjTranspose, Matrix.mul_smul, Matrix.smul_mul, sandwich]

/-- For a Hermitian `H0` and a solution `g` of the surface Dyson equation at real energy, the flux
form `⟨w, Γ u⟩` is unchanged when both states are propagated by one layer. -/
theorem flux_conserved (hH : H0.IsHermitian) (hg : IsSurfaceGreen E H0 V g) (w u : n → ℂ) :
    star (propagation V g *ᵥ w) ⬝ᵥ (broadening V g *ᵥ (propagation V g *ᵥ u))
      = star w ⬝ᵥ (broadening V g *ᵥ u) := by
  have h := broadening_invariant hH hg
  rw [Matrix.mul_assoc] at h
  rw [Matrix.star_mulVec, ← Matrix.dotProduct_mulVec, Matrix.mulVec_mulVec,
    Matrix.mulVec_mulVec, h]

end

end FluxConserved
```

Lean reports:

```
Main.lean:60:26: error: Tactic `rewrite` failed: Did not find an occurrence of the pattern
  (propagation V g)ᴴ * (broadening V g * propagation V g)
in the target expression
  star w ⬝ᵥ ((propagation V g)ᴴ * broadening V g * propagation V g) *ᵥ u = star w ⬝ᵥ broadening V g *ᵥ u

n : Type u_1
inst✝¹ : Fintype n
inst✝ : DecidableEq n
E : ℝ
H0 V g : Matrix n n ℂ
hH : H0.IsHermitian
hg : IsSurfaceGreen E H0 V g
w u : n → ℂ
h : (propagation V g)ᴴ * (broadening V g * propagation V g) = broadening V g
⊢ star w ⬝ᵥ ((propagation V g)ᴴ * broadening V g * propagation V g) *ᵥ u = star w ⬝ᵥ broadening V g *ᵥ u
```

Diagnosis. The error says that the last rewrite, with `h`, found nothing to replace. The two sides of the mismatch are the same product bracketed differently. `broadening_invariant` gives the product as (P†Γ)P, but `rw [Matrix.mul_assoc] at h` turns it into P†(ΓP). In the goal, the first `Matrix.mulVec_mulVec` merges the outer pair, P† and Γ, and the second brings in P, so the goal contains (P†Γ)P. The two products are equal by associativity, but `rw` looks for a matching expression and does not apply associativity to find one.

The repair deletes the rewrite of `h`. The hypothesis then keeps its original bracketing, which is that of the goal, and rewriting with it makes the two sides identical, so `rw` closes the goal. The blank line left in place of the deleted step has no effect.

The mended proof, as a diff:

```diff
@@ -56,5 +56,5 @@
       = star w ⬝ᵥ (broadening V g *ᵥ u) := by
   have h := broadening_invariant hH hg
-  rw [Matrix.mul_assoc] at h
+
   rw [Matrix.star_mulVec, ← Matrix.dotProduct_mulVec, Matrix.mulVec_mulVec,
     Matrix.mulVec_mulVec, h]
```
